# The coupling-strength integral of particle-particle RPA equals an eigenvalue sum minus a trace

## Physical setting

The particle-particle random-phase approximation (pp-RPA) writes the correlation energy in two ways: as an integral over the strength of the interaction, and as a sum of pair-addition energies minus a trace. One way to tie the two expressions together is a formula for the slope of each eigenvalue. The usual Hellmann-Feynman rule does not supply that formula: the eigenproblem carries an indefinite metric, and the expectation value of the interaction in an eigenvector of unit Euclidean length differs from the slope unless its hole component or that expectation value vanishes.

Let $p$ be a finite set of particle pairs and $h$ a finite set of hole pairs. At coupling strength $l$ the pairing matrix is
$$M(l)=M_0+lV=\begin{pmatrix}A(l)&B(l)\\ B(l)^T&C(l)\end{pmatrix},$$
with $M_0$ and $V$ real symmetric. The pp and hh diagonal blocks of $V$ are $V_{pp}$ and $V_{hh}$. In pp-RPA, $M_0$ is diagonal, with sums of two orbital energies in the particle block and the negatives of such sums in the hole block, $V$ holds antisymmetrised two-electron integrals, and modes solve $M(l)z=wWz$ with metric $W=\mathrm{diag}(1,-1)$. Addition modes have $z^TWz=1$ and removal modes $z^TWz=-1$. The result below equates the two energy expressions for a finite real pair basis, with $M_0$ held fixed, the interaction scaled linearly, and the addition modes assumed to vary continuously at unit norm from zero to full coupling.

## Statement

Let $W$ be any real symmetric matrix. A branch of norm $\sigma$ is a vector $z(l)$, continuous on $[0,1]$, and a number $w(l)$, with $M(l)z=wWz$ and $z^TWz=\sigma$ for all $l$ in $[0,1]$. Branches $(z_n,w_n)$ are labelled by $n$ in a finite set $\nu$.

1. Slope: if the eigenvalue equation holds near $l$, $z$ is continuous at $l$ and $z^TWz\neq0$ there, then $w'(l)=z^TVz/z^TWz$, which is $z^TVz$ at unit norm.
2. Particle channel: if $\sigma=1$ and $\sum_n w_n(0)=\operatorname{Tr}A(0)$, then
$$\int_0^1\Big(\sum_n z_n^TVz_n-\operatorname{Tr}V_{pp}\Big)dl=\sum_n w_n(1)-\operatorname{Tr}A(1).$$
3. Hole channel: if $\sigma=-1$ and $-\sum_n w_n(0)=\operatorname{Tr}C(0)$, then
$$\int_0^1\Big(\sum_n z_n^TVz_n-\operatorname{Tr}V_{hh}\Big)dl=-\sum_n w_n(1)-\operatorname{Tr}C(1).$$
4. Bare start: for $W=\mathrm{diag}(1,-1)$ and one unit-norm branch per particle pair $n$, with $z_n(0)=e_n$ the basis vector of that pair, formula 2 holds with no trace hypothesis.

## Derivation

Take two eigenpairs, $M(l)x=aWx$ and $M(m)y=bWy$. Multiply the second equation by $x^T$ and the first by $y^T$, and use the symmetry of $M_0$, $V$, $W$ to exchange $x$ and $y$ in the latter:
$$b\,x^TWy=x^TM_0y+m\,x^TVy,\qquad a\,x^TWy=x^TM_0y+l\,x^TVy.$$
Subtraction gives the secant identity $(b-a)\,x^TWy=(m-l)\,x^TVy$.

Set $x=z(l)$, $a=w(l)$, $y=z(m)$, $b=w(m)$. By continuity $z(l)^TWz(m)\neq0$ for $m$ near $l$, so for such $m\neq l$
$$\frac{w(m)-w(l)}{m-l}=\frac{z(l)^TVz(m)}{z(l)^TWz(m)}.$$
The right side tends to $z^TVz/z^TWz$ as $m\to l$. This is statement 1, and no derivative of $z$ enters.

On a branch with $\sigma\neq0$, multiplying the eigenvalue equation by $z^T$ gives $\sigma w=z^TM_0z+l\,z^TVz$, which is continuous on $[0,1]$. On $(0,1)$ its derivative is $\sigma\cdot z^TVz/\sigma=z^TVz$, and $z^TVz$ is continuous on $[0,1]$. The fundamental theorem of calculus gives $\int_0^1z^TVz\,dl=\sigma w(1)-\sigma w(0)$. Summing over $n$ and subtracting a constant $c$,
$$\int_0^1\Big(\sum_n z_n^TVz_n-c\Big)dl=\sigma\Big(\sum_n w_n(1)-\sum_n w_n(0)\Big)-c.$$

For $\sigma=1$, $c=\operatorname{Tr}V_{pp}$ the right side is $\sum_n w_n(1)-\operatorname{Tr}A(0)-\operatorname{Tr}V_{pp}$, and $\operatorname{Tr}A(1)=\operatorname{Tr}A(0)+\operatorname{Tr}V_{pp}$ gives statement 2. For $\sigma=-1$, $c=\operatorname{Tr}V_{hh}$ it is $-\sum_n w_n(1)-\operatorname{Tr}C(0)-\operatorname{Tr}V_{hh}$, which is statement 3. For statement 4, component $n$ of $M_0e_n=w_n(0)We_n$ reads $(M_0)_{nn}=w_n(0)$, and the sum over $n$ is $\operatorname{Tr}A(0)$.

An explicit branch exists for one particle pair and one hole pair, with $M_0=1$, every entry of $V$ equal to one and $W=\mathrm{diag}(1,-1)$. Put $q=(1+2l)^{1/4}$ and $z=\big((q+q^{-1})/2,\ (q^{-1}-q)/2\big)$, with particle component $z_p$ and hole component $z_h$. Then $s=z_p+z_h=q^{-1}$ and $d=z_p-z_h=q$. The sum and difference of the two rows of $Mz=wWz$ read $(1+2l)s=wd$ and $d=ws$, and both hold for $w=q^2=\sqrt{1+2l}$. The norm is $z^TWz=sd=1$, and at $l=0$ one has $z=(1,0)$ and $w=1=\operatorname{Tr}A(0)$. Here $z^TVz=s^2=(1+2l)^{-1/2}=w'$, while $z^Tz=(q^2+q^{-2})/2$ exceeds one for $l>0$; both sides of formula 2 come to $\sqrt3-2$.

## What the formal version assumes

`coupled M₀ V l` is $M(l)$, and `x ⬝ᵥ A *ᵥ y` is $x^TAy$. The index type `p ⊕ h` lists particle pairs first, so `toBlocks₁₁` extracts $A$ or $V_{pp}$ and `toBlocks₂₂` extracts $C$ or $V_{hh}$. `ppMetric p h` is $\mathrm{diag}(1,-1)$. The structure `IsBranch` has the fields `cont`, `eigen` and `norm`, one for each property of a branch. It demands no differentiability and no regularity of $w$. The hypothesis `href` is the trace condition, and `h0` is the bare start, with `Pi.single (Sum.inl n) 1` for $e_n$.

The branches are assumed, not constructed: nothing is proved about when real eigenvalues of definite norm persist up to $l=1$. In statements 2 and 3 they need not be distinct, $W$-orthogonal or complete, and their number is free; in statement 4 there is one branch per particle pair, with its starting vector fixed. The file does not equate the particle and hole formulas with each other, nor derive either side from a many-electron Hamiltonian. The bare start forces $A(0)$ to be diagonal and $B(0)=0$. With degenerate pair energies, continuous branches may start from mixtures of the $e_n$, and statement 2 with `href` is then the applicable form.

Continuity of $z$ is needed. Take two particle pairs with basis vectors $e_1,e_2$, no hole pair, $W=1$, $M_0=\mathrm{diag}(0,1)$ and $V=0$. Let $z_1=e_1$, $w_1=0$ throughout, and let $(z_2,w_2)$ be $(e_2,1)$ for $l<1/2$ and $(e_1,0)$ for $l\ge1/2$. The eigenvalue equation, the norm, the bare start and the trace condition all hold, yet the left side of formula 2 is $0$ and the right side is $0-1=-1$. This counter-example and the closing numerical values of the two-pair model are worked out on paper and are not theorems of the file.

## The file

```lean
import Mathlib

open Matrix Set Filter Topology

namespace PairChannelAdiabaticConnection

noncomputable section

variable {ι p h ν : Type*} [Fintype ι] [Fintype p] [Fintype h] [Fintype ν]

/-- The pairing matrix at coupling strength `l`: `M(l) = M₀ + l V`. -/
def coupled (M₀ V : Matrix ι ι ℝ) (l : ℝ) : Matrix ι ι ℝ := M₀ + l • V

/-- The metric `diag(1, -1)` on particle pairs and hole pairs. -/
def ppMetric (p h : Type*) [DecidableEq p] [DecidableEq h] : Matrix (p ⊕ h) (p ⊕ h) ℝ :=
  fromBlocks 1 0 0 (-1)

/-- A mode followed over `0 ≤ l ≤ 1`: the amplitude `z` is continuous,
`M(l) z = w W z`, and `zᵀ W z = σ`. -/
structure IsBranch (M₀ V W : Matrix ι ι ℝ) (σ : ℝ) (z : ℝ → ι → ℝ) (w : ℝ → ℝ) : Prop where
  cont : ContinuousOn z (Icc 0 1)
  eigen : ∀ l ∈ Icc (0 : ℝ) 1, coupled M₀ V l *ᵥ z l = w l • W *ᵥ z l
  norm : ∀ l ∈ Icc (0 : ℝ) 1, z l ⬝ᵥ W *ᵥ z l = σ

/-- The two-component amplitude `((q + 1/q)/2, (1/q - q)/2)`. -/
def boostVec (q : ℝ) : Unit ⊕ Unit → ℝ :=
  Sum.elim (fun _ => (q + q⁻¹) / 2) (fun _ => (q⁻¹ - q) / 2)

/-- For a symmetric matrix, `xᵀ A y = yᵀ A x`. -/
theorem form_swap {A : Matrix ι ι ℝ} (hA : A.IsSymm) (x y : ι → ℝ) :
    x ⬝ᵥ A *ᵥ y = y ⬝ᵥ A *ᵥ x := by
  rw [Matrix.dotProduct_mulVec, ← Matrix.mulVec_transpose, hA.eq, dotProduct_comm]

/-- Matrix elements of `M(l)` are linear in the coupling: `xᵀ M(l) y = xᵀ M₀ y + l xᵀ V y`. -/
theorem coupled_form (M₀ V : Matrix ι ι ℝ) (l : ℝ) (x y : ι → ℝ) :
    x ⬝ᵥ coupled M₀ V l *ᵥ y = x ⬝ᵥ M₀ *ᵥ y + l * (x ⬝ᵥ V *ᵥ y) := by
  rw [coupled, Matrix.add_mulVec, Matrix.smul_mulVec, dotProduct_add, dotProduct_smul,
    smul_eq_mul]

/-- For symmetric `M₀`, `V`, `W`: if `M(l) x = a W x` and `M(m) y = b W y`, then `(b - a) xᵀ W y = (m - l) xᵀ V y`. -/
theorem secant_identity {M₀ V W : Matrix ι ι ℝ} (hM : M₀.IsSymm) (hV : V.IsSymm)
    (hW : W.IsSymm) {l m a b : ℝ} {x y : ι → ℝ}
    (hx : coupled M₀ V l *ᵥ x = a • W *ᵥ x) (hy : coupled M₀ V m *ᵥ y = b • W *ᵥ y) :
    (b - a) * (x ⬝ᵥ W *ᵥ y) = (m - l) * (x ⬝ᵥ V *ᵥ y) := by
  have h1 := coupled_form M₀ V m x y
  have h2 := coupled_form M₀ V l y x
  rw [hy, dotProduct_smul, smul_eq_mul] at h1
  rw [hx, dotProduct_smul, smul_eq_mul, form_swap hM y x, form_swap hV y x,
    form_swap hW y x] at h2
  linear_combination h1 - h2

/-- Hellmann-Feynman theorem with a metric, for symmetric `M₀`, `V`, `W`: if `M z = w W z` near `l`, `z` is continuous at `l`
and `zᵀ W z ≠ 0` there, then `w` has derivative `zᵀ V z / zᵀ W z` at `l`. -/
theorem hellmann_feynman {M₀ V W : Matrix ι ι ℝ} (hM : M₀.IsSymm) (hV : V.IsSymm)
    (hW : W.IsSymm) {z : ℝ → ι → ℝ} {w : ℝ → ℝ} {l : ℝ} (hz : ContinuousAt z l)
    (he : ∀ᶠ m in 𝓝 l, coupled M₀ V m *ᵥ z m = w m • W *ᵥ z m)
    (hn : z l ⬝ᵥ W *ᵥ z l ≠ 0) :
    HasDerivAt w ((z l ⬝ᵥ V *ᵥ z l) / (z l ⬝ᵥ W *ᵥ z l)) l := by
  have hc : ∀ A : Matrix ι ι ℝ, ContinuousAt (fun m => z l ⬝ᵥ A *ᵥ z m) l := fun A => by
    have hA : Continuous fun v : ι → ℝ => z l ⬝ᵥ A *ᵥ v := by
      simp only [dotProduct, mulVec]
      fun_prop
    exact ContinuousAt.comp (g := fun v : ι → ℝ => z l ⬝ᵥ A *ᵥ v) (f := z) hA.continuousAt hz
  have hlim : Tendsto (fun m => (z l ⬝ᵥ V *ᵥ z m) / (z l ⬝ᵥ W *ᵥ z m)) (𝓝[≠] l)
      (𝓝 ((z l ⬝ᵥ V *ᵥ z l) / (z l ⬝ᵥ W *ᵥ z l))) :=
    ((hc V).tendsto.div (hc W).tendsto hn).mono_left nhdsWithin_le_nhds
  have hne : ∀ᶠ m in 𝓝 l, z l ⬝ᵥ W *ᵥ z m ≠ 0 := (hc W).eventually_ne hn
  rw [hasDerivAt_iff_tendsto_slope]
  refine hlim.congr' ?_
  -- the difference quotient of `w` is the ratio of mixed matrix elements
  filter_upwards [hne.filter_mono nhdsWithin_le_nhds, he.filter_mono nhdsWithin_le_nhds,
    self_mem_nhdsWithin] with m h1 h2 h3
  have hs := secant_identity hM hV hW he.self_of_nhds h2
  have h4 : m - l ≠ 0 := sub_ne_zero.mpr h3
  rw [slope_def_field, div_eq_div_iff h1 h4]
  linear_combination -hs

/-- For symmetric `M₀`, `V`, `W`, along a branch of norm `σ ≠ 0`, `zᵀ V z` is integrable over `[0,1]` with integral
`σ (w(1) - w(0))`. -/
theorem mode_integral {M₀ V W : Matrix ι ι ℝ} (hM : M₀.IsSymm) (hV : V.IsSymm)
    (hW : W.IsSymm) {σ : ℝ} (hσ : σ ≠ 0) {z : ℝ → ι → ℝ} {w : ℝ → ℝ}
    (hb : IsBranch M₀ V W σ z w) :
    IntervalIntegrable (fun l => z l ⬝ᵥ V *ᵥ z l) MeasureTheory.volume 0 1 ∧
      ∫ l in (0 : ℝ)..1, z l ⬝ᵥ V *ᵥ z l = σ * w 1 - σ * w 0 := by
  have cq : ∀ A : Matrix ι ι ℝ, ContinuousOn (fun l => z l ⬝ᵥ A *ᵥ z l) (Icc 0 1) := fun A => by
    have hA : Continuous fun v : ι → ℝ => v ⬝ᵥ A *ᵥ v := by
      simp only [dotProduct, mulVec]
      fun_prop
    exact hA.comp_continuousOn hb.cont
  have hint := (cq V).intervalIntegrable_of_Icc (μ := MeasureTheory.volume) zero_le_one
  -- `σ w = zᵀ M z` is continuous up to the end points
  have hw : ContinuousOn (fun l => σ * w l) (Icc 0 1) := by
    refine ((cq M₀).add (continuousOn_id.mul (cq V))).congr fun l hl => ?_
    show σ * w l = z l ⬝ᵥ M₀ *ᵥ z l + l * (z l ⬝ᵥ V *ᵥ z l)
    rw [← coupled_form, hb.eigen l hl, dotProduct_smul, hb.norm l hl, smul_eq_mul, mul_comm]
  refine ⟨hint, intervalIntegral.integral_eq_sub_of_hasDerivAt_of_le (f := fun l => σ * w l)
    zero_le_one hw (fun l hl => ?_) hint⟩
  have hmem : Icc (0 : ℝ) 1 ∈ 𝓝 l := Icc_mem_nhds hl.1 hl.2
  have hnl := hb.norm l (Ioo_subset_Icc_self hl)
  have hd := (hellmann_feynman hM hV hW (w := w) (hb.cont.continuousAt hmem)
    (by filter_upwards [hmem] with m hm using hb.eigen m hm) (by rwa [hnl])).const_mul σ
  rw [hnl] at hd
  exact hd.congr_deriv (by field_simp)

/-- For symmetric `M₀`, `V`, `W`, a family of branches of common norm `σ ≠ 0` and a constant `c`,
`∫₀¹ (∑ zₙᵀ V zₙ - c) = σ (∑ wₙ(1) - ∑ wₙ(0)) - c`. -/
theorem sum_integral {M₀ V W : Matrix ι ι ℝ} (hM : M₀.IsSymm) (hV : V.IsSymm)
    (hW : W.IsSymm) {σ : ℝ} (hσ : σ ≠ 0) {z : ν → ℝ → ι → ℝ} {w : ν → ℝ → ℝ}
    (hb : ∀ n, IsBranch M₀ V W σ (z n) (w n)) (c : ℝ) :
    ∫ l in (0 : ℝ)..1, (∑ n, z n l ⬝ᵥ V *ᵥ z n l - c) = σ * (∑ n, w n 1 - ∑ n, w n 0) - c := by
  have hm := fun n => mode_integral hM hV hW hσ (hb n)
  have hI : IntervalIntegrable (fun l => ∑ n, z n l ⬝ᵥ V *ᵥ z n l) MeasureTheory.volume 0 1 := by
    have hfun : (fun l => ∑ n, z n l ⬝ᵥ V *ᵥ z n l) = ∑ n, fun l => z n l ⬝ᵥ V *ᵥ z n l :=
      funext fun l => (Finset.sum_apply l Finset.univ fun n l => z n l ⬝ᵥ V *ᵥ z n l).symm
    rw [hfun]
    exact IntervalIntegrable.sum Finset.univ (fun n _ => (hm n).1)
  have hS : ∫ l in (0 : ℝ)..1, ∑ n, z n l ⬝ᵥ V *ᵥ z n l
      = ∑ n, ∫ l in (0 : ℝ)..1, z n l ⬝ᵥ V *ᵥ z n l := by
    exact intervalIntegral.integral_finsetSum fun n _ => (hm n).1
  rw [intervalIntegral.integral_sub hI intervalIntegrable_const, hS,
    Finset.sum_congr rfl fun n _ => (hm n).2]
  simp [Finset.sum_sub_distrib, mul_sub, Finset.mul_sum]

/-- Particle-particle coupling integral: for symmetric `M₀`, `V`, `W` and branches with `zₙᵀ W zₙ = 1` and
`∑ wₙ(0) = Tr A(0)`, `∫₀¹ (∑ zₙᵀ V zₙ - Tr V_pp) = ∑ wₙ(1) - Tr A(1)`, `A` the pp block of `M`. -/
theorem pp_coupling_integral {M₀ V W : Matrix (p ⊕ h) (p ⊕ h) ℝ} (hM : M₀.IsSymm)
    (hV : V.IsSymm) (hW : W.IsSymm) {z : ν → ℝ → p ⊕ h → ℝ} {w : ν → ℝ → ℝ}
    (hb : ∀ n, IsBranch M₀ V W 1 (z n) (w n))
    (href : ∑ n, w n 0 = trace (coupled M₀ V 0).toBlocks₁₁) :
    ∫ l in (0 : ℝ)..1, (∑ n, z n l ⬝ᵥ V *ᵥ z n l - trace V.toBlocks₁₁)
      = ∑ n, w n 1 - trace (coupled M₀ V 1).toBlocks₁₁ := by
  have ht : trace (coupled M₀ V 1).toBlocks₁₁
      = trace (coupled M₀ V 0).toBlocks₁₁ + trace V.toBlocks₁₁ := by
    simp [coupled, trace, toBlocks₁₁, Finset.sum_add_distrib]
  rw [sum_integral hM hV hW one_ne_zero hb, ht, href]
  ring

/-- Hole-hole coupling integral: for symmetric `M₀`, `V`, `W` and branches with `zₙᵀ W zₙ = -1` and `-∑ wₙ(0) = Tr C(0)`,
`∫₀¹ (∑ zₙᵀ V zₙ - Tr V_hh) = -∑ wₙ(1) - Tr C(1)`, `C` the hh block of `M`. -/
theorem hh_coupling_integral {M₀ V W : Matrix (p ⊕ h) (p ⊕ h) ℝ} (hM : M₀.IsSymm)
    (hV : V.IsSymm) (hW : W.IsSymm) {z : ν → ℝ → p ⊕ h → ℝ} {w : ν → ℝ → ℝ}
    (hb : ∀ n, IsBranch M₀ V W (-1) (z n) (w n))
    (href : -∑ n, w n 0 = trace (coupled M₀ V 0).toBlocks₂₂) :
    ∫ l in (0 : ℝ)..1, (∑ n, z n l ⬝ᵥ V *ᵥ z n l - trace V.toBlocks₂₂)
      = -∑ n, w n 1 - trace (coupled M₀ V 1).toBlocks₂₂ := by
  have ht : trace (coupled M₀ V 1).toBlocks₂₂
      = trace (coupled M₀ V 0).toBlocks₂₂ + trace V.toBlocks₂₂ := by
    simp [coupled, trace, toBlocks₂₂, Finset.sum_add_distrib]
  rw [sum_integral hM hV hW (by norm_num) hb, ht, ← href]
  ring

/-- With symmetric `M₀`, `V`, the metric `diag(1, -1)` and one unit-norm branch per particle pair, starting at the
bare pair vector at `l = 0`, `∫₀¹ (∑ zₙᵀ V zₙ - Tr V_pp) = ∑ wₙ(1) - Tr A(1)`. -/
theorem pp_coupling_integral_bare [DecidableEq p] [DecidableEq h]
    {M₀ V : Matrix (p ⊕ h) (p ⊕ h) ℝ} (hM : M₀.IsSymm) (hV : V.IsSymm)
    {z : p → ℝ → p ⊕ h → ℝ} {w : p → ℝ → ℝ}
    (hb : ∀ n, IsBranch M₀ V (ppMetric p h) 1 (z n) (w n))
    (h0 : ∀ n, z n 0 = Pi.single (Sum.inl n) 1) :
    ∫ l in (0 : ℝ)..1, (∑ n, z n l ⬝ᵥ V *ᵥ z n l - trace V.toBlocks₁₁)
      = ∑ n, w n 1 - trace (coupled M₀ V 1).toBlocks₁₁ := by
  have hw : ∀ n, w n 0 = M₀ (Sum.inl n) (Sum.inl n) := fun n => by
    have e := congrFun ((hb n).eigen 0 ⟨le_rfl, zero_le_one⟩) (Sum.inl n)
    rw [h0 n] at e
    simpa [coupled, ppMetric, mulVec, dotProduct, Pi.single_apply] using e.symm
  refine pp_coupling_integral hM hV ?_ hb ?_
  · simp [IsSymm, ppMetric, fromBlocks_transpose]
  · simp [hw, coupled, trace, toBlocks₁₁]

/-- One particle pair and one hole pair with `M₀ = 1` and all entries of `V` equal to one:
`w = √(1+2l)` with `q = (1+2l)^(1/4)` is a unit-norm branch from the bare pair, `w(0) = Tr A(0)`. -/
theorem branch_witness :
    (Matrix.of fun _ _ : Unit ⊕ Unit => (1 : ℝ)).IsSymm ∧
    IsBranch 1 (Matrix.of fun _ _ => 1) (ppMetric Unit Unit) 1
      (fun l => boostVec (Real.sqrt (Real.sqrt (1 + 2 * l)))) (fun l => Real.sqrt (1 + 2 * l)) ∧
    boostVec (Real.sqrt (Real.sqrt (1 + 2 * 0))) = Pi.single (Sum.inl ()) 1 ∧
    Real.sqrt (1 + 2 * 0)
      = trace (coupled 1 (Matrix.of fun _ _ : Unit ⊕ Unit => (1 : ℝ)) 0).toBlocks₁₁ := by
  have key : ∀ q l : ℝ, q ≠ 0 → l = (q ^ 4 - 1) / 2 →
      coupled 1 (Matrix.of fun _ _ => 1) l *ᵥ boostVec q
        = q ^ 2 • ppMetric Unit Unit *ᵥ boostVec q ∧
      boostVec q ⬝ᵥ ppMetric Unit Unit *ᵥ boostVec q = 1 := by
    rintro q _ hq rfl
    constructor
    · ext i
      rcases i with ⟨⟨⟩⟩ | ⟨⟨⟩⟩ <;>
        simp [coupled, ppMetric, boostVec, mulVec, dotProduct, Matrix.one_apply] <;>
        field_simp <;> ring
    · simp [ppMetric, boostVec, mulVec, dotProduct]
      field_simp
      ring
  have hq0 : ∀ l ∈ Icc (0 : ℝ) 1, Real.sqrt (Real.sqrt (1 + 2 * l)) ≠ 0 := fun l hl =>
    (Real.sqrt_pos.2 (Real.sqrt_pos.2 (by linarith [hl.1]))).ne'
  have h2 : ∀ l : ℝ, Real.sqrt (Real.sqrt (1 + 2 * l)) ^ 2 = Real.sqrt (1 + 2 * l) :=
    fun l => Real.sq_sqrt (Real.sqrt_nonneg _)
  have h4 : ∀ l ∈ Icc (0 : ℝ) 1, l = (Real.sqrt (Real.sqrt (1 + 2 * l)) ^ 4 - 1) / 2 := by
    intro l hl
    have e : Real.sqrt (1 + 2 * l) ^ 2 = 1 + 2 * l := Real.sq_sqrt (by linarith [hl.1])
    rw [show (4 : ℕ) = 2 * 2 from rfl, pow_mul, h2, e]
    ring
  have hq : ContinuousOn (fun l : ℝ => Real.sqrt (Real.sqrt (1 + 2 * l))) (Icc 0 1) :=
    Continuous.continuousOn (by fun_prop)
  have hi := hq.inv₀ hq0
  refine ⟨rfl, ⟨continuousOn_pi.2 fun i => ?_, fun l hl => ?_,
    fun l hl => (key _ l (hq0 l hl) (h4 l hl)).2⟩, ?_, ?_⟩
  · rcases i with i | i
    · exact (hq.add hi).div_const 2
    · exact (hi.sub hq).div_const 2
  · have e := (key _ l (hq0 l hl) (h4 l hl)).1
    rw [h2] at e
    exact e
  · ext i
    rcases i with ⟨⟨⟩⟩ | ⟨⟨⟩⟩ <;> simp [boostVec]
  · simp [coupled, trace, toBlocks₁₁]

end

end PairChannelAdiabaticConnection
```

```lean
#print axioms PairChannelAdiabaticConnection.pp_coupling_integral
-- 'PairChannelAdiabaticConnection.pp_coupling_integral' depends on axioms: [propext, Classical.choice, Quot.sound]
#print axioms PairChannelAdiabaticConnection.hh_coupling_integral
-- 'PairChannelAdiabaticConnection.hh_coupling_integral' depends on axioms: [propext, Classical.choice, Quot.sound]
#print axioms PairChannelAdiabaticConnection.pp_coupling_integral_bare
-- 'PairChannelAdiabaticConnection.pp_coupling_integral_bare' depends on axioms: [propext, Classical.choice, Quot.sound]
```

## Notes on the proof

`form_swap` is the exchange $x^TAy=y^TAx$ and `coupled_form` is linearity in $l$. In `secant_identity`, `h1` and `h2` become the two displayed equations, and `linear_combination h1 - h2` is the subtraction.

In `hellmann_feynman`, `hc` gives continuity of $m\mapsto z(l)^TAz(m)$ for any matrix $A$, `hne` keeps the denominator nonzero near $l$, and `hlim` is the limit of the ratio. `hasDerivAt_iff_tendsto_slope` turns the claim into convergence of the difference quotient, which the secant identity identifies with that ratio after cross-multiplication.

`mode_integral` proves continuity of $\sigma w$ up to the end points in `hw`, then applies `intervalIntegral.integral_eq_sub_of_hasDerivAt_of_le`, which needs the derivative only on $(0,1)$. Its conclusion includes integrability; this matters because Lean assigns the value zero to the integral of a non-integrable function. `sum_integral` uses it to exchange sum and integral and to split off $c$.

`pp_coupling_integral` and `hh_coupling_integral` add the trace relation `ht` and substitute `href`. `pp_coupling_integral_bare` reads off $w_n(0)=(M_0)_{nn}$ in `hw` and passes it on as the trace condition.

`branch_witness` uses `boostVec` for the two-component $z$. The step `key` substitutes $l=(q^4-1)/2$, so that the eigenvalue equation and the norm become rational identities in $q$; `h2` and `h4` link $q$ to the nested square root, and `hq0` gives $q\neq0$ on $[0,1]$.
